# The determinant of a fermionic Bogoliubov matrix is $(-1)^d$, with $d$ the multiplicity of the eigenvalue $-1$

## Particle-hole symmetric unitaries

Take $N$ fermionic modes and collect their annihilation and creation operators in a column of length $2N$, annihilation operators first. A linear change of operators is then a complex $2N\times 2N$ matrix $W$. Let
$$S=\begin{pmatrix}0&1\\1&0\end{pmatrix}$$
be the swap of the two blocks, and write $\bar A$ for the entrywise conjugate and $A^\dagger$ for the adjoint of a matrix $A$. A **Bogoliubov matrix** satisfies
$$W^\dagger W=1,\qquad S\bar W S=W.$$
The second condition says that the new creation operators are the adjoints of the new annihilation operators. Given this, the first says that the anticommutation relations are preserved. In blocks, the second condition gives $W$ the form $\begin{pmatrix}A&B\\ \bar B&\bar A\end{pmatrix}$.

Let $d=\dim\ker(W+1)$. The claim is that $\det W=(-1)^d$, and that $\det W=-1$ forces both $1$ and $-1$ to be eigenvalues. For a non-interacting (mean-field) superconductor with finitely many modes, let $W$ take the original operators to the quasiparticle operators. Then the quasiparticle vacuum has the same fermion parity as the original vacuum when $\det W=1$, and the opposite parity when $\det W=-1$. That reading in Fock space is physical background; the theorems below concern the matrix alone.

## Flipping the eigenvalue $-1$

**No eigenvalue $-1$.** Let $V$ be a Bogoliubov matrix with $1+V$ invertible. Unitarity gives
$$V(1+V)^\dagger=V+VV^\dagger=1+V,$$
so $\det V\;\overline{\det(1+V)}=\det(1+V)$. Since $S\,\overline{(1+V)}\,S=1+V$ and $(\det S)^2=1$, the number $\det(1+V)$ is real. It is nonzero and can be cancelled, which leaves $\det V=1$.

**The projector.** For general $W$, let $P$ be the orthogonal projector onto $\ker(W+1)$. Then $WP=-P$. Taking the adjoint gives $PW^\dagger=-P$, and multiplying by $W$ on the right gives $PW=-P$.

Set $Q=S\bar PS$, which is Hermitian. Conjugating $WP=-P$ gives $WQ=-Q$, so the columns of $Q$ lie in the kernel and $PQ=Q$. Particle-hole conjugation turns this into $QP=P$, while the adjoint turns it into $QP=Q$. Hence $Q=P$.

**The flip.** Put $V=W(1-2P)=W+2P$. It is unitary, because $(1-2P)^2=1$, and particle-hole symmetric, because $W$ and $P$ are. If $(1+V)v=0$, multiplying by $P$ gives $2Pv=0$. Then $(1+W)v=0$, so $v=Pv=0$. Thus $1+V$ is invertible and $\det V=1$. The reflection $1-2P$ has eigenvalue $-1$ exactly $d$ times and $1$ otherwise, so
$$\det W\,(-1)^d=1,\qquad \det W=(-1)^d.$$

**Both eigenvalues.** If $\det W=-1$, the first step shows that $1+W$ is singular, so $-1$ is an eigenvalue. The matrix $-W$ is also a Bogoliubov matrix, and $\det(-W)=(-1)^{2N}\det W=-1$. It too has eigenvalue $-1$, which is eigenvalue $1$ of $W$.

## Definitions in Lean

The type `n` labels the modes and may be any finite type, even an empty one; $N$ is its number of elements. The sum `n ⊕ n` labels the particle and hole components.

```lean
import Mathlib

open Matrix Module
open scoped ComplexOrder

namespace BogoliubovParity

noncomputable section

variable {n ι : Type*} [Fintype n] [DecidableEq n] [Fintype ι] [DecidableEq ι]
```

The block swap $S$ is `phSwap n`.

```lean
/-- The block swap `S`, which exchanges the particle and hole components. -/
def phSwap (n : Type*) [DecidableEq n] : Matrix (n ⊕ n) (n ⊕ n) ℂ :=
  fromBlocks 0 1 1 0
```

The operation $A\mapsto S\bar AS$ is `phConj`, with `starRingEnd ℂ` as complex conjugation of each entry.

```lean
/-- Particle-hole conjugation `A ↦ S conj(A) S`. -/
def phConj (A : Matrix (n ⊕ n) (n ⊕ n) ℂ) : Matrix (n ⊕ n) (n ⊕ n) ℂ :=
  phSwap n * A.map (starRingEnd ℂ) * phSwap n
```

The two defining conditions become the fields of a structure. No Hamiltonian appears in them.

```lean
/-- A Bogoliubov matrix: unitary and invariant under particle-hole conjugation. -/
structure IsBogoliubov (W : Matrix (n ⊕ n) (n ⊕ n) ℂ) : Prop where
  unitary : Wᴴ * W = 1
  symm : phConj W = W
```

## Conjugation and the case without eigenvalue $-1$

The identity $S^2=1$ makes particle-hole conjugation multiplicative, since an inner pair $SS$ can be inserted between two factors. Additivity follows entry by entry.

```lean
/-- Swapping particles and holes twice does nothing. -/
theorem phSwap_mul_self : phSwap n * phSwap n = 1 := by
  simp [phSwap, fromBlocks_multiply]

/-- Particle-hole conjugation respects products. -/
theorem phConj_mul (A B : Matrix (n ⊕ n) (n ⊕ n) ℂ) :
    phConj (A * B) = phConj A * phConj B := by
  unfold phConj
  rw [Matrix.map_mul]
  symm
  calc _ = phSwap n * A.map (starRingEnd ℂ) * (phSwap n * phSwap n)
        * B.map (starRingEnd ℂ) * phSwap n := by simp only [Matrix.mul_assoc]
    _ = _ := by rw [phSwap_mul_self, Matrix.mul_one]; simp only [Matrix.mul_assoc]

/-- Particle-hole conjugation respects sums. -/
theorem phConj_add (A B : Matrix (n ⊕ n) (n ⊕ n) ℂ) :
    phConj (A + B) = phConj A + phConj B := by
  have h : (A + B).map (starRingEnd ℂ)
      = A.map (starRingEnd ℂ) + B.map (starRingEnd ℂ) := by ext i j; simp
  unfold phConj
  rw [h, Matrix.mul_add, Matrix.add_mul]
```

The next theorem is the first step by hand. Invertibility of $1+V$ is expressed as a nonzero determinant. In the proof, `hreal` is the reality of $\det(1+V)$ and `hfac` is the factorisation $1+V=V(1+V)^\dagger$; the last line cancels the common factor.

```lean
/-- A Bogoliubov matrix without eigenvalue `-1` has determinant `1`. -/
theorem det_eq_one_of_det_ne_zero {V : Matrix (n ⊕ n) (n ⊕ n) ℂ}
    (hV : IsBogoliubov V) (h : (1 + V).det ≠ 0) : V.det = 1 := by
  have hone : phConj (1 : Matrix (n ⊕ n) (n ⊕ n) ℂ) = 1 := by
    have h1 : (1 : Matrix (n ⊕ n) (n ⊕ n) ℂ).map (starRingEnd ℂ) = 1 :=
      Matrix.map_one _ (map_zero _) (map_one _)
    rw [phConj, h1, Matrix.mul_one, phSwap_mul_self]
  -- particle-hole symmetry makes the determinant of `1 + V` real
  have hreal : star (1 + V).det = (1 + V).det := by
    have hS : (phSwap n).det * (phSwap n).det = 1 := by
      rw [← det_mul, phSwap_mul_self, det_one]
    have hm : ((1 + V).map (starRingEnd ℂ)).det = star (1 + V).det :=
      (RingHom.map_det (starRingEnd ℂ) (1 + V)).symm
    have hc : (phConj (1 + V)).det = (1 + V).det := by
      rw [phConj_add, hone, hV.symm]
    rw [phConj, det_mul, det_mul, hm] at hc
    linear_combination hc - star (1 + V).det * hS
  -- unitarity relates `1 + V` to its adjoint
  have hfac : 1 + V = V * (1 + V)ᴴ := by
    rw [conjTranspose_add, conjTranspose_one, Matrix.mul_add, Matrix.mul_one,
      mul_eq_one_comm.mp hV.unitary, add_comm]
  have hd := congrArg det hfac
  rw [det_mul, det_conjTranspose, hreal] at hd
  exact mul_right_cancel₀ h (by rw [one_mul]; exact hd.symm)
```

## A projector onto the kernel

For any square $A$, the following lemma supplies the projector $P$ onto $\ker A$, together with a matrix $G$ such that $GA=1-P$. It also gives $\det(1-2P)=(-1)^{\dim\ker A}$, where the kernel is that of the linear map $v\mapsto Av$.

The proof diagonalises $A^\dagger A=U\,\mathrm{diag}(l_i)\,U^\dagger$. It takes $P=U\,\mathrm{diag}(e_i)\,U^\dagger$, with $e_i=1$ where $l_i=0$ and $e_i=0$ elsewhere, and $G=U\,\mathrm{diag}(l_i^{-1})\,U^\dagger A^\dagger$. Where $l_i=0$, Lean sets $l_i^{-1}=0$, but any value would do, because only the product $l_i^{-1}l_i=0$ enters $GA$. The count `hcard` equates the number of zero $l_i$ with the kernel dimension, because $A$ and $A^\dagger A$ have equal rank.

```lean
/-- Every square matrix `A` has a Hermitian `P` with `A P = 0` and `1 - P = G A` for some `G`,
and the reflection `1 - 2P` has determinant `(-1)^(dim ker A)`. -/
theorem exists_kernel_projector (A : Matrix ι ι ℂ) : ∃ P G : Matrix ι ι ℂ,
    Pᴴ = P ∧ A * P = 0 ∧ G * A = 1 - P ∧
      (1 - (P + P)).det = (-1) ^ finrank ℂ (LinearMap.ker A.mulVecLin) := by
  have hH : (Aᴴ * A).IsHermitian := isHermitian_conjTranspose_mul_self A
  obtain ⟨U, hU, hU', hs⟩ : ∃ U : Matrix ι ι ℂ, U * Uᴴ = 1 ∧ Uᴴ * U = 1 ∧
      Aᴴ * A = U * diagonal (fun i => (hH.eigenvalues i : ℂ)) * Uᴴ :=
    ⟨hH.eigenvectorUnitary, mem_unitaryGroup_iff.mp hH.eigenvectorUnitary.2,
      mem_unitaryGroup_iff'.mp hH.eigenvectorUnitary.2, by
        have h := hH.spectral_theorem
        rw [Unitary.conjStarAlgAut_apply] at h
        exact h⟩
  -- the kernel dimension counts the zero eigenvalues of `Aᴴ A`
  have hcard : Fintype.card {i // hH.eigenvalues i = 0}
      = finrank ℂ (LinearMap.ker A.mulVecLin) := by
    have h1 : finrank ℂ (LinearMap.range A.mulVecLin)
        = Fintype.card {i // hH.eigenvalues i ≠ 0} :=
      (rank_conjTranspose_mul_self A).symm.trans hH.rank_eq_card_non_zero_eigs
    have h2 := LinearMap.finrank_range_add_finrank_ker A.mulVecLin
    rw [finrank_fintype_fun_eq_card] at h2
    have h3 := Fintype.card_subtype_compl (fun i => hH.eigenvalues i = 0)
    have h4 := Fintype.card_subtype_le (fun i => hH.eigenvalues i = 0)
    simp only [ne_eq] at h1
    omega
  generalize hH.eigenvalues = l at hs hcard
  have hd : ∀ a b : ι → ℂ, U * diagonal a * Uᴴ * (U * diagonal b * Uᴴ)
      = U * diagonal (fun i => a i * b i) * Uᴴ := by
    intro a b
    calc _ = U * diagonal a * (Uᴴ * U) * diagonal b * Uᴴ := by
          simp only [Matrix.mul_assoc]
      _ = _ := by rw [hU', Matrix.mul_one, Matrix.mul_assoc U, diagonal_mul_diagonal]
  let e : ι → ℂ := fun i => if l i = 0 then 1 else 0
  refine ⟨U * diagonal e * Uᴴ, U * diagonal (fun i => (l i : ℂ)⁻¹) * Uᴴ * Aᴴ, ?_, ?_, ?_, ?_⟩
  · have he : star e = e := by
      funext i
      by_cases h : l i = 0 <;> simp [e, h]
    rw [conjTranspose_mul, conjTranspose_mul, conjTranspose_conjTranspose,
      diagonal_conjTranspose, he, Matrix.mul_assoc]
  · apply (conjTranspose_mul_self_mul_eq_zero A _).1
    have h0 : (fun i => (l i : ℂ) * e i) = fun _ => 0 := by
      funext i
      by_cases h : l i = 0 <;> simp [e, h]
    rw [hs, hd, h0, diagonal_zero, Matrix.mul_zero, Matrix.zero_mul]
  · have h1 : diagonal (fun i => (l i : ℂ)⁻¹ * (l i : ℂ)) = 1 - diagonal e := by
      rw [← diagonal_one, diagonal_sub]
      congr 1
      funext i
      by_cases h : l i = 0 <;> simp [e, h]
    rw [Matrix.mul_assoc _ Aᴴ A, hs, hd, h1, Matrix.mul_sub, Matrix.sub_mul,
      Matrix.mul_one, hU]
  · have h1 : diagonal (fun i => if l i = 0 then (-1 : ℂ) else 1)
        = 1 - (diagonal e + diagonal e) := by
      rw [← diagonal_one, diagonal_add, diagonal_sub]
      congr 1
      funext i
      by_cases h : l i = 0 <;> simp [e, h]
    have h2 : 1 - (U * diagonal e * Uᴴ + U * diagonal e * Uᴴ)
        = U * diagonal (fun i => if l i = 0 then (-1 : ℂ) else 1) * Uᴴ := by
      rw [h1, Matrix.mul_sub, Matrix.sub_mul, Matrix.mul_one, hU, Matrix.mul_add,
        Matrix.add_mul]
    rw [h2, det_mul_right_comm, hU, Matrix.one_mul, det_diagonal, ← hcard,
      Fintype.card_subtype, Finset.prod_ite]
    simp
```

## The determinant formula

The main theorem assumes only that $W$ is a Bogoliubov matrix. Its intermediate facts follow the derivation: `hWP` and `hPW` are $WP=PW=-P$, `hQ` is $S\bar PS=P$, and `hB` says that $W+2P$ is again a Bogoliubov matrix.

Invertibility is shown by an explicit left inverse instead of a kernel vector. In `hL`, the matrix $G(1-P)+\tfrac12P$ multiplies $1+W+2P$ to give $1$, because $(1-P)(1+W+2P)=W+1$ and $P(1+W+2P)=2P$. The final case split on the sign of $(-1)^d$ solves for $\det W$.

```lean
/-- The determinant of a Bogoliubov matrix `W` is `(-1)^d`, where `d` is the dimension of the
kernel of `W + 1`. -/
theorem det_eq_neg_one_pow {W : Matrix (n ⊕ n) (n ⊕ n) ℂ} (hW : IsBogoliubov W) :
    W.det = (-1) ^ finrank ℂ (LinearMap.ker (W + 1).mulVecLin) := by
  obtain ⟨P, G, hP, hAP, hG, hdet⟩ := exists_kernel_projector (W + 1)
  have hWP : W * P = -P := by
    rw [Matrix.add_mul, Matrix.one_mul] at hAP
    exact eq_neg_of_add_eq_zero_left hAP
  have hPP : P * P = P := by
    have h : G * (W + 1) * P = 0 := by rw [Matrix.mul_assoc, hAP, Matrix.mul_zero]
    rw [hG, Matrix.sub_mul, Matrix.one_mul] at h
    exact (sub_eq_zero.mp h).symm
  have hPW : P * W = -P := by
    have h := congrArg conjTranspose hWP
    rw [conjTranspose_mul, conjTranspose_neg, hP] at h
    have h' := congrArg (· * W) h
    simp only [Matrix.mul_assoc, hW.unitary, Matrix.mul_one, Matrix.neg_mul] at h'
    exact (neg_eq_iff_eq_neg.mpr h').symm
  -- the projector inherits the particle-hole symmetry of `W`
  have hSH : (phSwap n)ᴴ = phSwap n := by simp [phSwap, fromBlocks_conjTranspose]
  have hSc : (phSwap n).map (starRingEnd ℂ) = phSwap n := by
    ext i j
    rcases i with i | i <;> rcases j with j | j <;> simp [phSwap, Matrix.one_apply, apply_ite]
  have hQH : (phConj P)ᴴ = phConj P := by
    have h : (P.map (starRingEnd ℂ))ᴴ = P.map (starRingEnd ℂ) := by
      conv_rhs => rw [← hP]
      ext i j
      simp
    rw [phConj, conjTranspose_mul, conjTranspose_mul, hSH, h, Matrix.mul_assoc]
  have hQQ : phConj (phConj P) = P := by
    have h : (P.map (starRingEnd ℂ)).map (starRingEnd ℂ) = P := by ext i j; simp
    rw [phConj, phConj, Matrix.map_mul, Matrix.map_mul, hSc, h]
    calc _ = (phSwap n * phSwap n) * P * (phSwap n * phSwap n) := by
          simp only [Matrix.mul_assoc]
      _ = P := by rw [phSwap_mul_self, Matrix.one_mul, Matrix.mul_one]
  have hWQ : W * phConj P = -phConj P := by
    have h : phConj (W * P + P) = 0 := by
      rw [hWP, neg_add_cancel]
      simp [phConj]
    rw [phConj_add, phConj_mul, hW.symm] at h
    exact eq_neg_of_add_eq_zero_left h
  have hPQ : P * phConj P = phConj P := by
    have h : G * (W + 1) * phConj P = 0 := by
      rw [Matrix.mul_assoc, Matrix.add_mul, Matrix.one_mul, hWQ, neg_add_cancel,
        Matrix.mul_zero]
    rw [hG, Matrix.sub_mul, Matrix.one_mul] at h
    exact (sub_eq_zero.mp h).symm
  have hQ : phConj P = P := by
    have h1 := congrArg phConj hPQ
    rw [phConj_mul, hQQ] at h1
    have h2 := congrArg conjTranspose hPQ
    rw [conjTranspose_mul, hQH, hP] at h2
    exact h2.symm.trans h1
  -- flip the eigenvalue `-1` to `1`
  have hV : W * (1 - (P + P)) = W + (P + P) := by
    rw [Matrix.mul_sub, Matrix.mul_one, Matrix.mul_add, hWP]
    abel
  have hR : (1 - (P + P)) * (1 - (P + P)) = 1 := by
    simp only [Matrix.mul_sub, Matrix.sub_mul, Matrix.mul_add, Matrix.add_mul,
      Matrix.mul_one, Matrix.one_mul, hPP]
    abel
  have hB : IsBogoliubov (W + (P + P)) := by
    refine ⟨?_, by rw [phConj_add, phConj_add, hW.symm, hQ]⟩
    rw [← hV, conjTranspose_mul, conjTranspose_sub, conjTranspose_add, conjTranspose_one,
      hP, Matrix.mul_assoc, ← Matrix.mul_assoc Wᴴ, hW.unitary, Matrix.one_mul, hR]
  have hL : (G * (1 - P) + (1 / 2 : ℂ) • P) * (1 + (W + (P + P))) = 1 := by
    have h1 : (1 - P) * (1 + (W + (P + P))) = W + 1 := by
      simp only [Matrix.sub_mul, Matrix.mul_add, Matrix.one_mul, Matrix.mul_one, hPW, hPP]
      abel
    have h2 : P * (1 + (W + (P + P))) = P + P := by
      simp only [Matrix.mul_add, Matrix.mul_one, hPW, hPP]
      abel
    rw [Matrix.add_mul, Matrix.mul_assoc, h1, hG, Matrix.smul_mul, h2]
    module
  have hne : (1 + (W + (P + P))).det ≠ 0 := by
    intro h0
    have h := congrArg det hL
    rw [det_mul, h0, mul_zero, det_one] at h
    exact zero_ne_one h
  have hfin := det_eq_one_of_det_ne_zero hB hne
  rw [← hV, det_mul, hdet] at hfin
  rcases neg_one_pow_eq_or ℂ (finrank ℂ (LinearMap.ker (W + 1).mulVecLin)) with h | h
  · rw [h] at hfin ⊢
    linear_combination hfin
  · rw [h] at hfin ⊢
    linear_combination -hfin
```

## Eigenvectors when the determinant is $-1$

The conclusion is stated as two nonzero vectors, one with $Wv=v$ and one with $Wv=-v$. The auxiliary claim `key` finds the second for any Bogoliubov matrix of determinant $-1$. It is then applied to $W$ and to $-W$. It needs only the theorem for matrices without eigenvalue $-1$, not the full count.

```lean
/-- A Bogoliubov matrix with determinant `-1` has both an eigenvector with eigenvalue `1` and
an eigenvector with eigenvalue `-1`. -/
theorem eigenvectors_of_det_eq_neg_one {W : Matrix (n ⊕ n) (n ⊕ n) ℂ}
    (hW : IsBogoliubov W) (hdet : W.det = -1) :
    (∃ v, v ≠ 0 ∧ W *ᵥ v = v) ∧ (∃ v, v ≠ 0 ∧ W *ᵥ v = -v) := by
  have key : ∀ V : Matrix (n ⊕ n) (n ⊕ n) ℂ, IsBogoliubov V → V.det = -1 →
      ∃ v, v ≠ 0 ∧ V *ᵥ v = -v := by
    intro V hV hd
    have h0 : (1 + V).det = 0 := by
      by_contra h
      have h1 := det_eq_one_of_det_ne_zero hV h
      rw [hd] at h1
      norm_num at h1
    obtain ⟨v, hv, h⟩ := exists_mulVec_eq_zero_iff.mpr h0
    rw [Matrix.add_mulVec, Matrix.one_mulVec] at h
    exact ⟨v, hv, eq_neg_of_add_eq_zero_right h⟩
  refine ⟨?_, key W hW hdet⟩
  -- in even dimension `-W` is a Bogoliubov matrix with the same determinant
  have hn : IsBogoliubov (-W) := by
    refine ⟨by rw [conjTranspose_neg, neg_mul_neg, hW.unitary], ?_⟩
    have h : phConj (-W) + phConj W = 0 := by
      rw [← phConj_add, neg_add_cancel]
      simp [phConj]
    rw [hW.symm] at h
    exact eq_neg_of_add_eq_zero_left h
  have hd : (-W).det = -1 := by
    rw [det_neg, Fintype.card_sum, Even.neg_one_pow ⟨_, rfl⟩, one_mul, hdet]
  obtain ⟨v, hv, h⟩ := key (-W) hn hd
  rw [Matrix.neg_mulVec] at h
  exact ⟨v, hv, neg_injective h⟩
```

## Two modes with both eigenvalues and determinant $1$

The converse fails. Changing the sign of the second of two modes gives $W=\mathrm{diag}(1,-1,1,-1)$, since the creation operator changes sign along with the annihilation operator.

```lean
/-- The two-mode matrix that changes the sign of the second mode. -/
def signFlip : Matrix (Fin 2 ⊕ Fin 2) (Fin 2 ⊕ Fin 2) ℂ :=
  fromBlocks !![1, 0; 0, -1] 0 0 !![1, 0; 0, -1]
```

Here $d=2$, so the determinant is $1$ although both eigenvalues occur. The proof checks the conditions entry by entry and exhibits the first two basis vectors as eigenvectors.

```lean
/-- The sign flip of one mode out of two is a Bogoliubov matrix with both eigenvalues `1` and
`-1`, yet its determinant is `1`. -/
theorem signFlip_converse_fails : IsBogoliubov signFlip ∧ signFlip.det = 1 ∧
    (∃ v, v ≠ 0 ∧ signFlip *ᵥ v = v) ∧ (∃ v, v ≠ 0 ∧ signFlip *ᵥ v = -v) := by
  refine ⟨⟨?_, ?_⟩, ?_, ⟨Sum.elim ![1, 0] ![0, 0], ?_, ?_⟩,
    ⟨Sum.elim ![0, 1] ![0, 0], ?_, ?_⟩⟩
  · ext i j
    rcases i with i | i <;> rcases j with j | j <;> fin_cases i <;> fin_cases j <;>
      simp [signFlip, Matrix.mul_apply, Fintype.sum_sum_type, Fin.sum_univ_two]
  · rw [phConj, phSwap, signFlip, fromBlocks_map, fromBlocks_multiply, fromBlocks_multiply]
    ext i j
    rcases i with i | i <;> rcases j with j | j <;> fin_cases i <;> fin_cases j <;> simp
  · rw [signFlip, det_fromBlocks_zero₂₁, det_fin_two]
    simp
  · intro h
    simpa using congrFun h (Sum.inl 0)
  · ext i
    rcases i with i | i <;> fin_cases i <;>
      simp [signFlip, Matrix.mulVec, dotProduct, Fintype.sum_sum_type, Fin.sum_univ_two]
  · intro h
    simpa using congrFun h (Sum.inl 1)
  · ext i
    rcases i with i | i <;> fin_cases i <;>
      simp [signFlip, Matrix.mulVec, dotProduct, Fintype.sum_sum_type, Fin.sum_univ_two]

end

end BogoliubovParity
```

```lean
#print axioms BogoliubovParity.det_eq_neg_one_pow
#print axioms BogoliubovParity.eigenvectors_of_det_eq_neg_one
#print axioms BogoliubovParity.signFlip_converse_fails
```

```
'BogoliubovParity.det_eq_neg_one_pow' depends on axioms: [propext, Classical.choice, Quot.sound]
'BogoliubovParity.eigenvectors_of_det_eq_neg_one' depends on axioms: [propext, Classical.choice, Quot.sound]
'BogoliubovParity.signFlip_converse_fails' depends on axioms: [propext, Classical.choice, Quot.sound]
```
